# One decaying lateral cosine gives an induction energy without corrugation

An atom with an isotropic point polarizability, held above a surface whose potential is a single cosine wave in one lateral direction and decays with height at a rate equal to its wave number, has an induction energy that depends on its height only. In this model, corrugation of the induction energy, that is, its lateral variation, needs at least two harmonics. With exactly two, of different positive wave numbers, the energy of an atom with nonzero polarizability is laterally uniform only if one amplitude vanishes.

For simulation practice this means that, in this one-directional model, cutting the Fourier series of the surface potential to one harmonic removes all lateral structure from the induction energy.

## The surface potential and the atom

Let $x$ be the lateral coordinate and $z$ the height. The potential is a finite sum of harmonics with real amplitudes $A_m$ and wave numbers $g_m$:

$$\phi(x,z)=\sum_m A_m\cos(g_m x)\,e^{-g_m z}.$$

In Lean, `ι` is the finite set of labels $m$, and `A` and `g` are real functions on it. The signs of the $g_m$ are left free until part (h); positive values describe a potential that decays away from the surface.

```lean
import Mathlib

open Real

namespace IonicSurfaceInduction

noncomputable section

/-- Electrostatic potential above a surface: a finite sum of lateral cosine waves with
amplitudes `A m` and wave numbers `g m`, each with the factor `exp (-g m z)` in the height `z`. -/
def potential {ι : Type*} [Fintype ι] (A g : ι → ℝ) (x z : ℝ) : ℝ :=
  ∑ m, A m * cos (g m * x) * exp (-(g m * z))
```

The squared field is $|\nabla\phi|^2=(\partial_x\phi)^2+(\partial_z\phi)^2$. The definition `fieldSq` takes any potential `φ` and uses its actual partial derivatives, so the double sum of part (d) has to be derived.

```lean
/-- Squared length of the gradient of a potential `φ(x, z)`, from its two partial derivatives. -/
def fieldSq (φ : ℝ → ℝ → ℝ) (x z : ℝ) : ℝ :=
  deriv (fun s => φ s z) x ^ 2 + deriv (fun s => φ x s) z ^ 2
```

An atom of polarizability $\alpha$ gains the energy $-\tfrac{\alpha}{2}|\nabla\phi|^2$. This is static linear response: the field induces a dipole proportional to itself, and half of the interaction energy is spent on polarizing the atom. The units are those in which the dipole is $\alpha$ times the field.

```lean
/-- Induction energy `-(α/2) |∇φ|²` of an atom with polarizability `α` at the point `(x, z)`. -/
def inductionEnergy (α : ℝ) (φ : ℝ → ℝ → ℝ) (x z : ℝ) : ℝ :=
  -(α / 2) * fieldSq φ x z
```

The model has no second lateral direction, no uniform field along $z$, no phase shifts between harmonics, no response of the surface to the induced dipole, and no dispersion or repulsion. The restriction to one direction matters: the potential $\cos(gx)\cos(gy)\,e^{-\sqrt2 gz}$ with $g>0$ has zero field above $gx=gy=\pi/2$ but not above the origin. The absence of a uniform field matters too: adding $-Ez$ to the single harmonic $a\cos(gx)\,e^{-gz}$ adds $E^2+2agE\cos(gx)\,e^{-gz}$ to the squared field, which varies with $x$ when $a$, $g$ and $E$ are nonzero.

## (a) The lateral derivative

Show that

$$\partial_x\phi=-\sum_m A_m g_m\sin(g_m x)\,e^{-g_m z}.$$

At fixed $z$ the exponential is a constant, and the chain rule gives $\partial_x\cos(g_m x)=-g_m\sin(g_m x)$. Summing over $m$ gives the result.

`HasDerivAt` says that the function has the stated derivative at the stated point. In the proof, `HasDerivAt.fun_sum` reduces the sum to one harmonic, `h` differentiates $g_m x$, and `h.cos` applies the chain rule.

```lean
variable {ι : Type*} [Fintype ι]

/-- The lateral derivative of the surface potential, harmonic by harmonic. -/
theorem potential_hasDerivAt_x (A g : ι → ℝ) (x z : ℝ) :
    HasDerivAt (fun s => potential A g s z)
      (-∑ m, A m * g m * sin (g m * x) * exp (-(g m * z))) x := by
  unfold potential
  rw [← Finset.sum_neg_distrib]
  apply HasDerivAt.fun_sum
  intro m _
  have h : HasDerivAt (fun s => g m * s) (g m) x :=
    ((hasDerivAt_id' x).const_mul (g m)).congr_deriv (mul_one _)
  exact ((h.cos.const_mul (A m)).mul_const (exp (-(g m * z)))).congr_deriv (by ring)
```

## (b) The derivative along the height

Show that

$$\partial_z\phi=-\sum_m A_m g_m\cos(g_m x)\,e^{-g_m z}.$$

Now the cosine is the constant, and $\partial_z e^{-g_m z}=-g_m e^{-g_m z}$. The proof has the same structure as in (a), with the exponential in the role of the cosine.

```lean
/-- The derivative of the surface potential along the height, harmonic by harmonic. -/
theorem potential_hasDerivAt_z (A g : ι → ℝ) (x z : ℝ) :
    HasDerivAt (fun s => potential A g x s)
      (-∑ m, A m * g m * cos (g m * x) * exp (-(g m * z))) z := by
  unfold potential
  rw [← Finset.sum_neg_distrib]
  apply HasDerivAt.fun_sum
  intro m _
  have h : HasDerivAt (fun s => g m * s) (g m) z :=
    ((hasDerivAt_id' z).const_mul (g m)).congr_deriv (mul_one _)
  exact (h.fun_neg.exp.const_mul (A m * cos (g m * x))).congr_deriv (by ring)
```

## (c) The Laplace equation

Show that $\partial_x^2\phi+\partial_z^2\phi=0$.

Differentiating (a) and (b) once more gives

$$\partial_x^2\phi=-\sum_m A_m g_m^2\cos(g_m x)e^{-g_m z},\qquad
\partial_z^2\phi=+\sum_m A_m g_m^2\cos(g_m x)e^{-g_m z},$$

and the two cancel. They do so because each harmonic decays with a constant equal to its wave number, as a potential in charge-free space requires.

The steps `hx` and `hz` are these two second derivatives. For `hz` the proof notes that $\partial_z\phi$ is minus a surface potential with amplitudes $A_m g_m$, so (b) can be applied a second time.

```lean
/-- The surface potential satisfies the Laplace equation in the coordinates `x` and `z`. -/
theorem potential_laplace (A g : ι → ℝ) (x z : ℝ) :
    deriv (fun s => deriv (fun t => potential A g t z) s) x
      + deriv (fun s => deriv (fun t => potential A g x t) s) z = 0 := by
  -- the second lateral derivative
  have hx : HasDerivAt (fun s => deriv (fun t => potential A g t z) s)
      (-∑ m, A m * g m * g m * cos (g m * x) * exp (-(g m * z))) x := by
    have e : (fun s => deriv (fun t => potential A g t z) s)
        = fun s => -∑ m, A m * g m * sin (g m * s) * exp (-(g m * z)) :=
      funext fun s => (potential_hasDerivAt_x A g s z).deriv
    rw [e]
    apply HasDerivAt.fun_neg
    apply HasDerivAt.fun_sum
    intro m _
    have h : HasDerivAt (fun s => g m * s) (g m) x :=
      ((hasDerivAt_id' x).const_mul (g m)).congr_deriv (mul_one _)
    exact ((h.sin.const_mul (A m * g m)).mul_const (exp (-(g m * z)))).congr_deriv (by ring)
  -- the height derivative is again a surface potential, with amplitudes `-A m * g m`
  have hz : HasDerivAt (fun s => deriv (fun t => potential A g x t) s)
      (∑ m, A m * g m * g m * cos (g m * x) * exp (-(g m * z))) z := by
    have e : (fun s => deriv (fun t => potential A g x t) s)
        = fun s => -potential (fun m => A m * g m) g x s :=
      funext fun s => (potential_hasDerivAt_z A g x s).deriv
    rw [e]
    exact (potential_hasDerivAt_z (fun m => A m * g m) g x z).fun_neg.congr_deriv (neg_neg _)
  rw [hx.deriv, hz.deriv, neg_add_cancel]
```

## (d) The squared field as a double sum

Show that

$$|\nabla\phi|^2=\sum_m\sum_n A_mA_n g_m g_n\,e^{-(g_m+g_n)z}\cos\big((g_m-g_n)x\big).$$

Write $C_m=A_m g_m e^{-g_m z}$. By (a) and (b),

$$|\nabla\phi|^2=\Big(\sum_m C_m\sin g_m x\Big)^2+\Big(\sum_m C_m\cos g_m x\Big)^2
=\sum_{m}\sum_n C_mC_n\big(\sin g_mx\,\sin g_nx+\cos g_mx\,\cos g_nx\big).$$

The bracket is $\cos((g_m-g_n)x)$ by the addition theorem, and $C_mC_n=A_mA_ng_mg_n\,e^{-(g_m+g_n)z}$.

The statement holds for all real $g_m$, repeated values included. In the proof, `Finset.sum_mul_sum` expands the squares, `Finset.sum_congr` reduces the claim to one pair $(m,n)$, `he` combines the exponentials and `cos_sub` is the addition theorem.

```lean
/-- The squared field above the surface is a double sum over harmonics, in which each pair
contributes a lateral wave with the difference of the two wave numbers. -/
theorem fieldSq_potential (A g : ι → ℝ) (x z : ℝ) :
    fieldSq (potential A g) x z =
      ∑ m, ∑ n, A m * A n * g m * g n * exp (-((g m + g n) * z)) * cos ((g m - g n) * x) := by
  unfold fieldSq
  rw [(potential_hasDerivAt_x A g x z).deriv, (potential_hasDerivAt_z A g x z).deriv,
    neg_sq, neg_sq, sq, sq, Finset.sum_mul_sum, Finset.sum_mul_sum, ← Finset.sum_add_distrib]
  refine Finset.sum_congr rfl fun m _ => ?_
  rw [← Finset.sum_add_distrib]
  refine Finset.sum_congr rfl fun n _ => ?_
  -- the exponentials multiply, and the sines and cosines combine by the addition theorem
  have he : exp (-((g m + g n) * z)) = exp (-(g m * z)) * exp (-(g n * z)) := by
    rw [← exp_add]
    congr 1
    ring
  rw [he, sub_mul, cos_sub]
  ring
```

## (e) One harmonic

For $\phi=a\cos(gx)e^{-gz}$, show that the induction energy is

$$-\frac{\alpha}{2}\,a^2g^2e^{-2gz}.$$

The double sum has one term, $m=n$, whose lateral factor is $\cos 0=1$. The field $-\nabla\phi=a g e^{-gz}(\sin gx,\cos gx)$ turns as the atom moves sideways, but its length stays the same.

This fails if the decay constant differs from the wave number. For $\phi=\cos(x)\,e^{-2z}$, which violates (c), $|\nabla\phi|^2=e^{-4z}(\sin^2x+4\cos^2x)$ varies with $x$.

In Lean, `![a]` and `![g]` are lists with one entry. The `change` step writes out the single term of (d), and `sub_self` and `cos_zero` remove its dependence on $x$.

```lean
/-- Above a single harmonic the induction energy depends on the height `z` only:
there is no lateral corrugation. -/
theorem inductionEnergy_single (α a g x z : ℝ) :
    inductionEnergy α (potential ![a] ![g]) x z
      = -(α / 2) * (a ^ 2 * g ^ 2 * exp (-(2 * g * z))) := by
  rw [inductionEnergy, fieldSq_potential]
  simp only [Fin.sum_univ_one]
  change -(α / 2) * (a * a * g * g * exp (-((g + g) * z)) * cos ((g - g) * x)) = _
  rw [sub_self, zero_mul, cos_zero, ← two_mul]
  ring
```

## (f) Two harmonics

For amplitudes $a,b$ and wave numbers $g,h$, show that the induction energy is

$$-\frac{\alpha}{2}\Big(a^2g^2e^{-2gz}+b^2h^2e^{-2hz}+2ab\,gh\,e^{-(g+h)z}\cos\big((g-h)x\big)\Big).$$

The double sum has four terms. The two diagonal ones are the single-harmonic contributions of (e). The two others are equal, since the cosine is even, and add up to the cross term. The step `hc` is this evenness.

```lean
/-- Above two harmonics the induction energy is the sum of the two single-harmonic energies
and a cross term that varies laterally with the difference of the wave numbers. -/
theorem inductionEnergy_two (α a b g h x z : ℝ) :
    inductionEnergy α (potential ![a, b] ![g, h]) x z
      = -(α / 2) * (a ^ 2 * g ^ 2 * exp (-(2 * g * z)) + b ^ 2 * h ^ 2 * exp (-(2 * h * z))
          + 2 * a * b * g * h * exp (-((g + h) * z)) * cos ((g - h) * x)) := by
  rw [inductionEnergy, fieldSq_potential]
  simp only [Fin.sum_univ_two]
  change -(α / 2) * ((a * a * g * g * exp (-((g + g) * z)) * cos ((g - g) * x)
      + a * b * g * h * exp (-((g + h) * z)) * cos ((g - h) * x))
      + (b * a * h * g * exp (-((h + g) * z)) * cos ((h - g) * x)
      + b * b * h * h * exp (-((h + h) * z)) * cos ((h - h) * x))) = _
  have hc : cos ((h - g) * x) = cos ((g - h) * x) := by
    rw [← cos_neg]
    congr 1
    ring
  rw [hc, add_comm h g, sub_self, sub_self, zero_mul, cos_zero, ← two_mul g, ← two_mul h]
  ring
```

## (g) The energy difference between two lateral positions

For $g\neq h$, show that the energy at $x=\pi/(g-h)$ minus the energy at $x=0$ is

$$2\alpha ab\,gh\,e^{-(g+h)z}.$$

Only the cross term changes. Its cosine is $-1$ at the first position and $+1$ at the second, so the difference is $-\frac{\alpha}{2}\cdot 2ab\,gh\,e^{-(g+h)z}\cdot(-2)$. These are the two extremes of the cosine, so the absolute value is the full lateral variation at height $z$.

If $g=h$ were allowed, the formula would fail: for $\alpha=a=b=g=h=1$ the energy is the same at every $x$, while the right-hand side is $2e^{-2z}$.

The step `hp` evaluates the argument of the cosine as $\pi$; (f) is then used once for each position.

```lean
/-- For two different wave numbers `g` and `h`, the induction energy at `x = π/(g - h)` exceeds
that at `x = 0` by `2 α a b g h exp (-(g + h) z)`. -/
theorem corrugation_two (α a b z : ℝ) {g h : ℝ} (hgh : g ≠ h) :
    inductionEnergy α (potential ![a, b] ![g, h]) (π / (g - h)) z
      - inductionEnergy α (potential ![a, b] ![g, h]) 0 z
      = 2 * α * a * b * g * h * exp (-((g + h) * z)) := by
  have hd : g - h ≠ 0 := sub_ne_zero.mpr hgh
  have hp : (g - h) * (π / (g - h)) = π := by field_simp
  rw [inductionEnergy_two, inductionEnergy_two, hp, mul_zero, cos_pi, cos_zero]
  ring
```

## (h) When two harmonics give a uniform energy

Let $\alpha\neq0$, $g>0$, $h>0$ and $g\neq h$. Show that at a given height $z$ the energy is the same for all $x$ exactly when

$$a=0\quad\text{or}\quad b=0.$$

If an amplitude vanishes, so does the cross term in (f), and no $x$ remains. Conversely, a uniform energy makes the difference in (g) zero. Since $\alpha$, $g$, $h$ and the exponential are nonzero, $ab=0$. The condition does not involve $z$, so uniformity at one height implies uniformity at every height.

With $a=b=1$, three examples show what the hypotheses do:

- For $\alpha=0$ the energy is zero everywhere, so $\alpha\neq0$ is needed.
- For $g=h=1$ the two waves merge into one harmonic of amplitude 2, which is uniform by (e), so $g\neq h$ is needed.
- For $g=0$, $h=1$ the first wave is a constant potential without a field, so the wave numbers must be nonzero. Their positive sign expresses decay away from the surface.

In the proof, `key` is the difference from (g) set to zero. Under the assumption that both amplitudes are nonzero, `positivity` shows that the same expression is nonzero, a contradiction. The reverse direction inserts the vanishing amplitude into (f).

```lean
/-- For an atom of nonzero polarizability above two harmonics with different positive wave
numbers, the induction energy at height `z` is laterally uniform exactly when one of the two
amplitudes vanishes. -/
theorem uniform_two_iff {α g h : ℝ} (a b z : ℝ) (hα : α ≠ 0) (hg : 0 < g) (hh : 0 < h)
    (hgh : g ≠ h) :
    (∀ x x' : ℝ, inductionEnergy α (potential ![a, b] ![g, h]) x z
      = inductionEnergy α (potential ![a, b] ![g, h]) x' z) ↔ a = 0 ∨ b = 0 := by
  constructor
  · intro H
    -- a uniform energy has no difference between the two extremal positions
    have key := corrugation_two α a b z hgh
    rw [H (π / (g - h)) 0, sub_self] at key
    by_contra hab
    obtain ⟨ha, hb⟩ := not_or.mp hab
    have hne : 2 * α * a * b * g * h * exp (-((g + h) * z)) ≠ 0 := by positivity
    exact hne key.symm
  · rintro (rfl | rfl) x x'
    · rw [inductionEnergy_two, inductionEnergy_two]
      ring
    · rw [inductionEnergy_two, inductionEnergy_two]
      ring

end

end IonicSurfaceInduction
```

```lean
#print axioms IonicSurfaceInduction.potential_laplace
#print axioms IonicSurfaceInduction.inductionEnergy_single
#print axioms IonicSurfaceInduction.uniform_two_iff
```

```
'IonicSurfaceInduction.potential_laplace' depends on axioms: [propext, Classical.choice, Quot.sound]
'IonicSurfaceInduction.inductionEnergy_single' depends on axioms: [propext, Classical.choice, Quot.sound]
'IonicSurfaceInduction.uniform_two_iff' depends on axioms: [propext, Classical.choice, Quot.sound]
```
